# Power-law bounds on the wing of a model microfield density

The theorem `wing_bounds` concerns a candidate microfield density given by the explicit formula W(b) = (3/p) b^(−(1+3/p)) exp(−b^(−3/p)), with p > 0 and field strength b > 0. It states that the scaled density b^(1+3/p) W(b) is strictly below 3/p and at least (3/p)(1 − b^(−3/p)), so that in strong fields W(b) approaches the power law (3/p) b^(−(1+3/p)). The formula is taken as a definition and is not derived from a distribution of particles. The proof first cancels the powers of b through `wing_identity`, then uses 1 − x ≤ exp(−x) < 1 with x = b^(−3/p) > 0.

In Lean, a first try:

```lean
import Mathlib

open MeasureTheory Set Filter Topology

namespace WingBounds

noncomputable section

/-- The candidate microfield density `W(b)`, for field strength `b > 0` and `p > 0`. -/
def fieldDensity (p b : ℝ) : ℝ :=
  3 / p * b ^ (-(1 + 3 / p)) * Real.exp (-b ^ (-(3 / p)))

lemma wing_identity {b : ℝ} (p : ℝ) (hb : 0 < b) :
    b ^ (1 + 3 / p) * fieldDensity p b = 3 / p * Real.exp (-b ^ (-(3 / p))) := by
  have e : b ^ (1 + 3 / p) * b ^ (-(1 + 3 / p)) = 1 := by
    rw [← Real.rpow_add hb, add_neg_cancel, Real.rpow_zero]
  rw [fieldDensity]
  linear_combination (3 / p * Real.exp (-b ^ (-(3 / p)))) * e

/-- For `p > 0` and every `b > 0`, the scaled density `b ^ (1 + 3 / p) W(b)` lies below
`3 / p`, by at most the fraction `b ^ (-3 / p)`. -/
theorem wing_bounds {p b : ℝ} (hp : 0 < p) (hb : 0 < b) :
    3 / p * (1 - b ^ (-(3 / p))) ≤ b ^ (1 + 3 / p) * fieldDensity p b ∧
      b ^ (1 + 3 / p) * fieldDensity p b < 3 / p := by
  have h3 : 0 < 3 / p := by positivity
  have hx : 0 < b ^ (-(3 / p)) := Real.rpow_pos_of_pos hb _
  rw [wing_identity p hb]
  constructor
  · exact mul_le_mul_of_nonneg_left
      (by linarith [Real.add_one_le_exp (-b ^ (-(3 / p)))]) h3.le
  · exact mul_lt_of_lt_one_right h3 (Real.exp_lt_one (neg_lt_zero.mpr hx))

end

end WingBounds
```

The error:

```
Main.lean:31:37: error(lean.unknownIdentifier): Unknown constant `Real.exp_lt_one`
```

What went wrong. The message says that Lean knows no constant called `Real.exp_lt_one`. The proof of the upper bound calls it to show that the exponential factor is less than 1. The mathematics of that step is sound, since the exponent `-b ^ (-(3 / p))` is negative, but the lemma cited for it does not exist under that name in the Mathlib being used.

The repair cites `Real.exp_lt_one_iff` instead, which says that the exponential of a real number is less than 1 exactly when the number is negative. Because this is an equivalence, `.mpr` is needed to select the direction from a negative exponent to an exponential below 1. The proof of negativity, `neg_lt_zero.mpr hx`, is passed to it unchanged.

This version goes through:

```diff
@@ -29,5 +29,5 @@
   · exact mul_le_mul_of_nonneg_left
       (by linarith [Real.add_one_le_exp (-b ^ (-(3 / p)))]) h3.le
-  · exact mul_lt_of_lt_one_right h3 (Real.exp_lt_one (neg_lt_zero.mpr hx))
+  · exact mul_lt_of_lt_one_right h3 (Real.exp_lt_one_iff.mpr (neg_lt_zero.mpr hx))
 
 end
```
